# The unnormalised second moment of a geometric distribution over oscillator levels

For real `q` with 0 ≤ q < 1, the lemma states that the series of j² qʲ over j ≥ 1 converges to q(1 + q)/(1 − q)³. Suppose q is read as the Boltzmann factor of one quantum of a harmonic oscillator, with levels numbered n = 0, 1, 2, … and energies measured from the ground level. The series is then the second moment of n with unnormalised weights qⁿ, the level n = 0 contributing nothing. Dividing by the partition sum 1/(1 − q) gives the thermal mean of n², q(1 + q)/(1 − q)². The statement itself contains only the series, with no Hamiltonian or temperature. The attempt writes (j + 1)² as twice a binomial coefficient of order two minus one of order one, combines the two known binomial series, and uses `convert` to match the result to the claim.

An attempt in Lean 4 with a fault in it:

```lean
import Mathlib

open MeasureTheory Set
open Real (exp sinh cosh)

namespace HasSumSqGeometric

/-- The sum of `j² q^j` over `j ≥ 1` is `q (1 + q) / (1 - q)³` for `0 ≤ q < 1`. -/
theorem hasSum_sq_geometric {q : ℝ} (h0 : 0 ≤ q) (h1 : q < 1) :
    HasSum (fun j : ℕ => ((j : ℝ) + 1) ^ 2 * q ^ (j + 1)) (q * (1 + q) / (1 - q) ^ 3) := by
  have hn : ‖q‖ < 1 := by rwa [Real.norm_of_nonneg h0]
  have s2 : HasSum (fun n : ℕ => ((n + 2).choose 2 : ℝ) * q ^ n) (1 / (1 - q) ^ 3) :=
    hasSum_choose_mul_geometric_of_norm_lt_one 2 hn
  have s1 : HasSum (fun n : ℕ => ((n + 1).choose 1 : ℝ) * q ^ n) (1 / (1 - q) ^ 2) :=
    hasSum_choose_mul_geometric_of_norm_lt_one 1 hn
  have hq : 1 - q ≠ 0 := by linarith
  -- (j+1)² is twice a binomial coefficient of order two minus one of order one
  convert ((s2.mul_left 2).sub s1).mul_left q using 1
  · funext j
    simp only [Nat.cast_choose_two, Nat.choose_one_right]
    push_cast
    ring
  · have e : 1 / (1 - q) ^ 2 = (1 - q) / (1 - q) ^ 3 := by
      rw [div_eq_div_iff (pow_ne_zero 2 hq) (pow_ne_zero 3 hq)]
      ring
    rw [e]
    ring

end HasSumSqGeometric
```

The compiler's answer:

```
Main.lean:19:4: error: Tactic `apply` failed: could not unify the conclusion of `@funext`
  ?f = ?g
with the goal
  Real.instAddCommMonoid =
    CommRing.toNonUnitalCommRing.toNonUnitalNonAssocCommRing.toNonUnitalNonAssocSemiring.toAddCommMonoid

Note: The full type of `@funext` is
  ∀ {α : Sort ?u.161} {β : α → Sort ?u.160} {f g : (x : α) → β x}, (∀ (x : α), f x = g x) → f = g

case e'_3
q : ℝ
h0 : 0 ≤ q
h1 : q < 1
hn : ‖q‖ < 1
s2 : HasSum (fun n => ↑((n + 2).choose 2) * q ^ n) (1 / (1 - q) ^ 3)
s1 : HasSum (fun n => ↑((n + 1).choose 1) * q ^ n) (1 / (1 - q) ^ 2)
hq : 1 - q ≠ 0
⊢ Real.instAddCommMonoid =
    CommRing.toNonUnitalCommRing.toNonUnitalNonAssocCommRing.toNonUnitalNonAssocSemiring.toAddCommMonoid
Main.lean:26:8: error: Tactic `rewrite` failed: Did not find an occurrence of the pattern
  1 / (1 - q) ^ 2
in the target expression
  (fun j => (↑j + 1) ^ 2 * q ^ (j + 1)) = fun i => q * (2 * (↑((i + 2).choose 2) * q ^ i) - ↑((i + 1).choose 1) * q ^ i)

case e'_5
q : ℝ
h0 : 0 ≤ q
h1 : q < 1
hn : ‖q‖ < 1
s2 : HasSum (fun n => ↑((n + 2).choose 2) * q ^ n) (1 / (1 - q) ^ 3)
s1 : HasSum (fun n => ↑((n + 1).choose 1) * q ^ n) (1 / (1 - q) ^ 2)
hq : 1 - q ≠ 0
e : 1 / (1 - q) ^ 2 = (1 - q) / (1 - q) ^ 3
⊢ (fun j => (↑j + 1) ^ 2 * q ^ (j + 1)) = fun i => q * (2 * (↑((i + 2).choose 2) * q ^ i) - ↑((i + 1).choose 1) * q ^ i)
Main.lean:10:89: error: unsolved goals
case e'_6
q : ℝ
h0 : 0 ≤ q
h1 : q < 1
hn : ‖q‖ < 1
s2 : HasSum (fun n => ↑((n + 2).choose 2) * q ^ n) (1 / (1 - q) ^ 3)
s1 : HasSum (fun n => ↑((n + 1).choose 1) * q ^ n) (1 / (1 - q) ^ 2)
hq : 1 - q ≠ 0
⊢ q * (1 + q) / (1 - q) ^ 3 = q * (2 * (1 / (1 - q) ^ 3) - 1 / (1 - q) ^ 2)
```

Cause. The proof has two bullets, for the equality of the summands and the equality of the sums, but `convert ... using 1` leaves three goals. The extra one, which comes first, asks that two instances of the additive structure on the reals be equal. They are equal by definition, but seeing this takes more unfolding than `convert` does when it tries to close such goals itself. The first bullet receives this goal, and `funext` fails because the two sides are algebraic structures, not functions. The second bullet then receives the equality of summands, where `rw [e]` finds no `1 / (1 - q) ^ 2`. The equality of sums, for which that rewrite was meant, has no bullet left and is reported as unsolved.

The repair states the two intended equalities explicitly as `hf` and `hv`, so each argument meets its own goal. After `rw [hf, hv]` the claim has the form of the combined series, and only the instances may still be written differently. `exact` accepts this, because it compares the two statements up to definitional equality and unfolds the instances as far as needed. The algebra is unchanged; placing `e` before `hv` instead of inside its proof is mere tidying.

The change, after which it compiles:

```diff
@@ -16,14 +16,18 @@
   have hq : 1 - q ≠ 0 := by linarith
   -- (j+1)² is twice a binomial coefficient of order two minus one of order one
-  convert ((s2.mul_left 2).sub s1).mul_left q using 1
-  · funext j
+  have hf : (fun j : ℕ => ((j : ℝ) + 1) ^ 2 * q ^ (j + 1)) = fun j : ℕ =>
+      q * (2 * (((j + 2).choose 2 : ℝ) * q ^ j) - ((j + 1).choose 1 : ℝ) * q ^ j) := by
+    funext j
     simp only [Nat.cast_choose_two, Nat.choose_one_right]
     push_cast
     ring
-  · have e : 1 / (1 - q) ^ 2 = (1 - q) / (1 - q) ^ 3 := by
-      rw [div_eq_div_iff (pow_ne_zero 2 hq) (pow_ne_zero 3 hq)]
-      ring
+  have e : 1 / (1 - q) ^ 2 = (1 - q) / (1 - q) ^ 3 := by
+    rw [div_eq_div_iff (pow_ne_zero 2 hq) (pow_ne_zero 3 hq)]
+    ring
+  have hv : q * (1 + q) / (1 - q) ^ 3 = q * (2 * (1 / (1 - q) ^ 3) - 1 / (1 - q) ^ 2) := by
     rw [e]
     ring
+  rw [hf, hv]
+  exact ((s2.mul_left 2).sub s1).mul_left q
 
 end HasSumSqGeometric
```
